# Imperfect nesting by interchain warping gives the averaged logarithmic response a finite plateau

The static response of a warped Fermi surface is taken here to be the mean, over the transverse momentum $k$, of a postulated logarithm $\ln(W/|x+w\cos k|)$, where $W$ is an energy cutoff, $x$ the part of the nesting mismatch common to all $k$, and $w$ the amplitude of the part that interchain warping makes vary with $k$. For $W,w>0$ and $|x|\le w$ this mean is $\ln(2W/w)$, whatever the value of $x$.

```lean
import Mathlib

open Real MeasureTheory Filter Topology

namespace ImperfectNesting

noncomputable section

/-- Logarithmic response of a chain at transverse momentum `k`, with cutoff `W`, mismatch `x` and
interchain warping `w`. It is meant for `x + w cos k ≠ 0`; Lean gives it the value `0` where that
fails. -/
def chainLog (W w x k : ℝ) : ℝ := log (W / |x + w * cos k|)

/-- Static response of the warped Fermi surface: the mean of the logarithmic response over
the transverse momentum in `[0, 2π]`. -/
def warpedResponse (W w x : ℝ) : ℝ :=
  (2 * π)⁻¹ * ∫ k in (0 : ℝ)..2 * π, chainLog W w x k

/-- The logarithm of the absolute value of a half-angle sine (Lean's `log y` is `ln |y|` for `y ≠
0`), with any phase shift, integrates to `-2π ln 2` over the transverse zone. -/
theorem integral_log_sin_half (θ : ℝ) :
    ∫ k in (0 : ℝ)..2 * π, log (sin ((k + θ) / 2)) = -(2 * π * log 2) := by
  have hper : Function.Periodic (fun u : ℝ => log (sin u)) π := by
    intro u
    show log (sin (u + π)) = log (sin u)
    rw [Real.sin_add_pi, Real.log_neg_eq_log]
  have h := intervalIntegral.integral_comp_div_add (a := 0) (b := 2 * π)
    (fun u : ℝ => log (sin u)) (two_ne_zero : (2 : ℝ) ≠ 0) (θ / 2)
  have e1 : (0 : ℝ) / 2 + θ / 2 = θ / 2 := by ring
  have e2 : 2 * π / 2 + θ / 2 = θ / 2 + π := by ring
  -- periodicity moves the shifted window back to `[0, π]`
  rw [e1, e2, hper.intervalIntegral_add_eq (θ / 2) 0, zero_add,
    integral_log_sin_zero_pi, smul_eq_mul] at h
  simp only [add_div]
  rw [h]
  ring

/-- The logarithm of a half-angle sine is integrable over the transverse zone. -/
theorem integrable_log_sin_half (θ : ℝ) :
    IntervalIntegrable (fun k : ℝ => log (sin ((k + θ) / 2))) volume 0 (2 * π) := by
  by_contra h
  -- a non-integrable function would have integral zero
  have h0 := intervalIntegral.integral_undef h
  rw [integral_log_sin_half] at h0
  have h2 : 0 < log (2 : ℝ) := Real.log_pos (by norm_num)
  have h3 : 0 < 2 * π * log 2 := by positivity
  linarith

/-- A half-angle sine vanishes only on a null set of transverse momenta. -/
theorem ae_sin_half_ne_zero (θ : ℝ) : ∀ᵐ k : ℝ, sin ((k + θ) / 2) ≠ 0 := by
  filter_upwards [(Set.countable_range
    (fun n : ℤ => 2 * ((n : ℝ) * π) - θ)).ae_notMem volume] with k hk h0
  obtain ⟨n, hn⟩ := Real.sin_eq_zero_iff.1 h0
  exact hk ⟨n, by dsimp only; linarith⟩

/-- Plateau of imperfect nesting: for `W, w > 0` and a mismatch within the warping, `|x| ≤ w`, the
mean logarithmic response exists and equals `ln (2W/w)`, independent of `x`. -/
theorem warpedResponse_plateau {W w x : ℝ} (hW : 0 < W) (hw : 0 < w) (hx : |x| ≤ w) :
    IntervalIntegrable (chainLog W w x) volume 0 (2 * π) ∧
      warpedResponse W w x = log (2 * W / w) := by
  obtain ⟨hx1, hx2⟩ := abs_le.1 hx
  obtain ⟨θ, hθ⟩ : ∃ θ : ℝ, x = -(w * cos θ) := by
    refine ⟨arccos (-x / w), ?_⟩
    rw [Real.cos_arccos (by rw [le_div_iff₀ hw]; linarith)
      (by rw [div_le_iff₀ hw]; linarith)]
    field_simp
  -- split the logarithm into two shifted half-angle sines
  have hae : ∀ᵐ k : ℝ, log W - log (2 * w) - log (sin ((k + θ) / 2))
      - log (sin ((k + -θ) / 2)) = chainLog W w x k := by
    filter_upwards [ae_sin_half_ne_zero θ, ae_sin_half_ne_zero (-θ)] with k h1 h2
    have hf : x + w * cos k = -(2 * w * (sin ((k + θ) / 2) * sin ((k + -θ) / 2))) := by
      have hc := Real.cos_sub_cos k θ
      rw [← sub_eq_add_neg, hθ]
      linear_combination w * hc
    have hp : 2 * w * (sin ((k + θ) / 2) * sin ((k + -θ) / 2)) ≠ 0 :=
      mul_ne_zero (by positivity) (mul_ne_zero h1 h2)
    unfold chainLog
    rw [hf, abs_neg, Real.log_div hW.ne' (abs_ne_zero.2 hp), Real.log_abs,
      Real.log_mul (by positivity) (mul_ne_zero h1 h2), Real.log_mul h1 h2]
    ring
  have hc : IntervalIntegrable (fun _ : ℝ => log W - log (2 * w)) volume 0 (2 * π) :=
    continuous_const.intervalIntegrable _ _
  have h1 : IntervalIntegrable (fun k : ℝ => log W - log (2 * w) - log (sin ((k + θ) / 2)))
      volume 0 (2 * π) := hc.sub (integrable_log_sin_half θ)
  have h2 : IntervalIntegrable (fun k : ℝ => log W - log (2 * w) - log (sin ((k + θ) / 2))
      - log (sin ((k + -θ) / 2))) volume 0 (2 * π) := h1.sub (integrable_log_sin_half (-θ))
  refine ⟨⟨Integrable.congr h2.1 (ae_restrict_of_ae hae),
    Integrable.congr h2.2 (ae_restrict_of_ae hae)⟩, ?_⟩
  unfold warpedResponse
  rw [← intervalIntegral.integral_congr_ae (hae.mono fun k h _ => h),
    intervalIntegral.integral_sub h1 (integrable_log_sin_half (-θ)),
    intervalIntegral.integral_sub hc (integrable_log_sin_half θ),
    intervalIntegral.integral_const, integral_log_sin_half, integral_log_sin_half,
    smul_eq_mul, Real.log_div (by positivity) hw.ne', Real.log_mul two_ne_zero hW.ne',
    Real.log_mul two_ne_zero hw.ne']
  have hpi := Real.pi_ne_zero
  field_simp
  ring

/-- For `|a| < 1` the quantity `1 + a² - 2a cos k` is positive at every `k`. -/
theorem kernel_pos {a : ℝ} (ha : |a| < 1) (k : ℝ) : 0 < 1 + a ^ 2 - 2 * a * cos k := by
  have h : a * cos k ≤ |a| := (le_abs_self _).trans (by
    rw [abs_mul]
    exact mul_le_of_le_one_right (abs_nonneg _) (Real.abs_cos_le_one k))
  nlinarith [sq_abs a, pow_pos (sub_pos.2 ha) 2]

/-- For `|a| < 1` the logarithm of `1 + a² - 2a cos k` integrates to zero over a period. -/
theorem integral_log_kernel {a : ℝ} (ha : |a| < 1) :
    ∫ k in (0 : ℝ)..2 * π, log (1 + a ^ 2 - 2 * a * cos k) = 0 := by
  have hk : ∀ k : ℝ, log (1 + a ^ 2 - 2 * a * cos k)
      = 2 * log ‖circleMap 0 1 k - (a : ℂ)‖ := by
    intro k
    have hn : 1 + a ^ 2 - 2 * a * cos k = ‖circleMap 0 1 k - (a : ℂ)‖ ^ 2 := by
      rw [Complex.sq_norm, Complex.normSq_apply]
      simp only [circleMap, Complex.ofReal_one, one_mul, zero_add, Complex.sub_re,
        Complex.sub_im, Complex.exp_ofReal_mul_I_re, Complex.exp_ofReal_mul_I_im,
        Complex.ofReal_re, Complex.ofReal_im]
      linear_combination -Real.sin_sq_add_cos_sq k
    rw [hn, Real.log_pow]
    norm_num
  -- the circle average of `ln |z - a|` vanishes for `a` inside the unit circle
  have h0 : (2 * π)⁻¹ * ∫ k in (0 : ℝ)..2 * π, log ‖circleMap 0 1 k - (a : ℂ)‖ = 0 := by
    have h := circleAverage_log_norm_sub_const_eq_posLog (a := (a : ℂ))
    rw [(Real.posLog_eq_zero_iff _).2 (by simpa using ha.le)] at h
    exact h
  simp_rw [hk]
  rw [intervalIntegral.integral_const_mul,
    (mul_eq_zero.1 h0).resolve_left (inv_ne_zero Real.two_pi_pos.ne'), mul_zero]

/-- Beyond the plateau, `0 ≤ w < |x|`, the mean logarithmic response exists and equals
`ln (2W / (|x| + √(x² - w²)))`. -/
theorem warpedResponse_outside {W w x : ℝ} (hW : 0 < W) (hw : 0 ≤ w) (hx : w < |x|) :
    IntervalIntegrable (chainLog W w x) volume 0 (2 * π) ∧
      warpedResponse W w x = log (2 * W / (|x| + √(x ^ 2 - w ^ 2))) := by
  have hs := Real.sqrt_nonneg (x ^ 2 - w ^ 2)
  have hs2 : √(x ^ 2 - w ^ 2) ^ 2 = x ^ 2 - w ^ 2 :=
    Real.sq_sqrt (by nlinarith [sq_abs x])
  obtain ⟨A, hAdef⟩ : ∃ A : ℝ, A = (|x| + √(x ^ 2 - w ^ 2)) / 2 := ⟨_, rfl⟩
  have hA : 0 < A := by linarith
  have hq : A ^ 2 - A * |x| + w ^ 2 / 4 = 0 := by
    rw [hAdef]
    linear_combination hs2 / 4 - sq_abs x / 4
  obtain ⟨r, hrdef⟩ : ∃ r : ℝ, r = w / (2 * A) := ⟨_, rfl⟩
  have hr : 2 * A * r = w := by rw [hrdef]; field_simp
  have hr1 : |r| < 1 := by
    rw [hrdef, abs_of_nonneg (by positivity), div_lt_one (by positivity)]
    linarith
  have hxA : A * (1 + r ^ 2) = |x| := by
    apply mul_left_cancel₀ hA.ne'
    linear_combination hq + (2 * A * r + w) / 4 * hr
  -- factor the mismatch, with the sign of `a` set by the sign of `x`
  obtain ⟨a, ha, hfac⟩ : ∃ a : ℝ, |a| < 1 ∧
      ∀ k, |x + w * cos k| = A * (1 + a ^ 2 - 2 * a * cos k) := by
    rcases le_total 0 x with h | h
    · have hr' : |-r| < 1 := by rwa [abs_neg]
      rw [abs_of_nonneg h] at hxA
      refine ⟨-r, hr', fun k => ?_⟩
      have e : x + w * cos k = A * (1 + (-r) ^ 2 - 2 * (-r) * cos k) := by
        linear_combination -hxA - cos k * hr
      rw [e, abs_of_pos (mul_pos hA (kernel_pos hr' k))]
    · rw [abs_of_nonpos h] at hxA
      refine ⟨r, hr1, fun k => ?_⟩
      have e : x + w * cos k = -(A * (1 + r ^ 2 - 2 * r * cos k)) := by
        linear_combination hxA - cos k * hr
      rw [e, abs_neg, abs_of_pos (mul_pos hA (kernel_pos hr1 k))]
  have hfun : chainLog W w x
      = fun k => log (W / A) - log (1 + a ^ 2 - 2 * a * cos k) := by
    funext k
    unfold chainLog
    rw [hfac, ← div_div, Real.log_div (by positivity) (kernel_pos ha k).ne']
  have hc : IntervalIntegrable (fun _ : ℝ => log (W / A)) volume 0 (2 * π) :=
    continuous_const.intervalIntegrable _ _
  have hl : IntervalIntegrable (fun k : ℝ => log (1 + a ^ 2 - 2 * a * cos k))
      volume 0 (2 * π) :=
    (Continuous.log (by fun_prop) fun k => (kernel_pos ha k).ne').intervalIntegrable _ _
  have hWA : 2 * W / (|x| + √(x ^ 2 - w ^ 2)) = W / A := by
    have e : |x| + √(x ^ 2 - w ^ 2) = 2 * A := by linarith
    rw [e, mul_div_mul_left _ _ two_ne_zero]
  unfold warpedResponse
  rw [hfun, hWA]
  refine ⟨hc.sub hl, ?_⟩
  rw [intervalIntegral.integral_sub hc hl, integral_log_kernel ha,
    intervalIntegral.integral_const, smul_eq_mul, sub_zero, sub_zero,
    inv_mul_cancel_left₀ Real.two_pi_pos.ne']

/-- Without warping the response diverges to infinity as the mismatch `x` tends to zero. -/
theorem unwarped_diverges {W : ℝ} (hW : 0 < W) :
    Tendsto (warpedResponse W 0) (𝓝[≠] 0) atTop := by
  refine tendsto_atTop.2 fun b => ?_
  have hε : 0 < W / exp b := by positivity
  filter_upwards [self_mem_nhdsWithin,
    mem_nhdsWithin_of_mem_nhds (Metric.ball_mem_nhds (0 : ℝ) hε)] with x hx hb
  have hx0 : 0 < |x| := abs_pos.2 hx
  rw [mem_ball_zero_iff, Real.norm_eq_abs, lt_div_iff₀ (Real.exp_pos b)] at hb
  -- at zero warping the closed form reduces to `ln (W/|x|)`
  have e : 2 * W / (|x| + √(x ^ 2 - 0 ^ 2)) = W / |x| := by
    rw [zero_pow two_ne_zero, sub_zero, Real.sqrt_sq_eq_abs, ← two_mul,
      mul_div_mul_left _ _ two_ne_zero]
  rw [(warpedResponse_outside hW le_rfl hx0).2, e,
    Real.le_log_iff_exp_le (by positivity), le_div_iff₀ hx0]
  linarith

end

end ImperfectNesting
```

```lean
#print axioms ImperfectNesting.warpedResponse_plateau
#print axioms ImperfectNesting.unwarped_diverges
```

```
'ImperfectNesting.warpedResponse_plateau' depends on axioms: [propext, Classical.choice, Quot.sound]
'ImperfectNesting.unwarped_diverges' depends on axioms: [propext, Classical.choice, Quot.sound]
```

## The mean response at every mismatch

The function `chainLog W w x k` is the logarithm for one transverse momentum, and `warpedResponse W w x` is its integral over $[0,2\pi]$ divided by $2\pi$. All quantities are real numbers. The energies $W$, $w$ and $x$ share one unit, and $k$ is a dimensionless phase.

Three theorems describe the mean:

- `warpedResponse_plateau` assumes $W>0$, $w>0$ and $|x|\le w$. It states that the logarithm is integrable over the transverse zone and that its mean is $\ln(2W/w)$.
- `warpedResponse_outside` assumes $W>0$ and $0\le w<|x|$. It again states integrability, and gives the mean as
$$\ln\frac{2W}{|x|+\sqrt{x^2-w^2}}.$$
- `unwarped_diverges` says that for $w=0$ and $W>0$ the response tends to $+\infty$ as $x\to0$. The filter `𝓝[≠] 0` means that $x$ approaches zero from either side without being equal to it.

The first two formulas agree when $|x|$ decreases to $w$. At $x=0$, any $w>0$ gives the finite value $\ln(2W/w)$.

## The electrons behind the logarithm

In a one-dimensional metal, a wave vector that joins the two Fermi points couples many pairs of occupied and empty states of nearly equal energy. The static susceptibility at zero temperature then grows as the logarithm of a bandwidth-like cutoff over the remaining energy mismatch. This is the response that drives a Peierls distortion.

Hopping between chains warps the Fermi surface, and a wave vector along the chains then no longer matches all of it. The term $w\cos k$ stands for this $k$-dependent part of the mismatch, and $x$ for the part common to all $k$. Warping alone does not rule out perfect nesting: if the dispersion along the chains is linear and the warping is a single cosine, a wave vector that also shifts the transverse phase by $\pi$ matches the whole surface, and $w=0$ for that wave vector. Where the Lean comments speak of the warping $w$, they mean the amplitude of the mismatch. Within a mean-field picture of non-interacting electrons coupled to a lattice distortion, a finite response suggests that the linear instability needs a minimum coupling strength, whereas a divergent one lets it start at arbitrarily weak coupling.

The logarithmic form is an assumption and is not derived from a band structure. Temperature, matrix elements, the density-of-states prefactor and higher harmonics of the warping are absent. The logarithm is meant for mismatches well below the cutoff. The theorems don't require this, and for $w>2W$ the plateau value is negative.

The integral over $k$ also represents a continuum of transverse momenta. With finitely many allowed values of $k$, the corresponding average would still diverge whenever $x+w\cos k$ approached zero at one of them.

## Two half-angle sines on the plateau

Let $|x|\le w$ with $w>0$. Then $-x/w$ lies in $[-1,1]$, and $\theta=\arccos(-x/w)$ gives $x=-w\cos\theta$. The difference formula for cosines yields
$$x+w\cos k=w(\cos k-\cos\theta)=-2w\,\sin\frac{k+\theta}{2}\,\sin\frac{k-\theta}{2}.$$
Away from the zeros of the sines,
$$\ln\frac{W}{|x+w\cos k|}=\ln W-\ln(2w)-\ln\left|\sin\frac{k+\theta}{2}\right|-\ln\left|\sin\frac{k-\theta}{2}\right|.$$

Both sine terms have the same integral. Setting $u=(k+\theta)/2$, and using that $|\sin u|$ has period $\pi$, we find
$$\int_0^{2\pi}\ln\left|\sin\frac{k+\theta}{2}\right|dk=2\int_{\theta/2}^{\theta/2+\pi}\ln|\sin u|\,du=2I,\qquad I=\int_0^\pi\ln\sin u\,du.$$
The singularities are logarithmic and hence integrable. To find $I$, write $\sin u=2\sin(u/2)\cos(u/2)$ and substitute $v=u/2$:
$$I=\pi\ln2+2\int_0^{\pi/2}\ln\sin v\,dv+2\int_0^{\pi/2}\ln\cos v\,dv=\pi\ln2+2I,$$
because each of the last two integrals is $I/2$ by symmetry. Thus $I=-\pi\ln2$, and each half-angle sine contributes $-2\pi\ln2$. The phase $\theta$ has disappeared, and $x$ with it. Dividing by $2\pi$ gives the mean
$$\ln W-\ln(2w)+\ln2+\ln2=\ln\frac{2W}{w}.$$

In the file, `integral_log_sin_half` carries out the substitution and the shift by periodicity, and takes the value of $I$ from Mathlib. It needs no absolute value, since Lean's real logarithm satisfies $\log(-y)=\log y$.

Integrability follows by an indirect route in `integrable_log_sin_half`: Lean assigns the integral zero to a non-integrable function, but the integral found is $-2\pi\ln2\ne0$.

The lemma `ae_sin_half_ne_zero` shows that the zeros of a half-angle sine form a countable set, which has measure zero. The decomposition `hae` in `warpedResponse_plateau` therefore holds for almost every $k$, which is enough to transfer both integrability and the integral. This covers the edges $|x|=w$, where the zeros of the two sines coincide.

## A positive factor beyond the plateau

Let $0\le w<|x|$, and define
$$A=\frac{|x|+\sqrt{x^2-w^2}}{2},\qquad r=\frac{w}{2A}.$$
Since $2A\ge|x|>w$, we have $0\le r<1$. The number $A$ solves $A^2-A|x|+w^2/4=0$, so $A(1+r^2)=|x|$, while $2Ar=w$. Choose $a=-r$ for $x>0$ and $a=r$ for $x<0$. In both cases
$$|x+w\cos k|=A\,(1+a^2-2a\cos k).$$

The second factor equals $|e^{ik}-a|^2$ and is at least $(1-|a|)^2>0$. Its logarithm has the uniformly convergent expansion
$$\ln(1+a^2-2a\cos k)=-2\sum_{n\ge1}\frac{a^n\cos(nk)}{n},$$
in which every term integrates to zero over a period. Only the constant $\ln(W/A)$ remains, and this is the stated formula.

The file proves positivity in `kernel_pos` and the vanishing integral in `integral_log_kernel`. Instead of the series, the latter uses Mathlib's circle average of $\ln|z-a|$, which is zero for $a$ inside the unit circle. In `warpedResponse_outside`, the equations `hq`, `hr` and `hxA` are the algebraic relations above, and `hfac` is the factorisation with its two sign cases. The denominator never vanishes here, so integrability follows from continuity.

## The divergence without warping

At $w=0$ and $x\ne0$ the square root is $|x|$, and the formula reduces to $\ln(W/|x|)$. Given any bound $b$, this exceeds $b$ as soon as $0<|x|<We^{-b}$. The proof of `unwarped_diverges` uses this radius, written `W / exp b`, and obtains the reduced formula from `warpedResponse_outside`.

## Averaging the mismatch before taking the logarithm

A natural shortcut at $x=0$ replaces $|\cos k|$ by its mean, $2/\pi$, inside the logarithm. This gives $\ln(\pi W/2w)$, which is too small by $\ln(4/\pi)\approx0.24$. The response defined here averages the logarithm, not the mismatch inside it: momenta near the zeros of $\cos k$ contribute more to the response than a typical mismatch suggests.
